# A Lagrange multiplier can make slave charge 1 a ground sector exactly when $QE_1\le(Q-1)E_0+E_Q$ for all $2\le Q\le M$

In many slave-particle representations of an impurity, the slave charge $Q$ counts the auxiliary particles, and the physical states are those with $Q=1$. Take three slave-charge sectors, $Q=0,1,2$, with ground energies $E_0,E_1,E_2$. A multiplier $\lambda$ coupled to $Q-1$ changes these energies to

$$E_0-\lambda,\qquad E_1,\qquad E_2+\lambda .$$

The outer two always add up to $E_0+E_2$. If $2E_1>E_0+E_2$, at least one of them lies below $E_1$, whatever $\lambda$ is. If $2E_1\le E_0+E_2$, the choice $\lambda=E_0-E_1$ raises or lowers the empty sector to exactly $E_1$ and leaves sector 2 at $E_0+E_2-E_1\ge E_1$, so sector 1 is a minimizer.

## The window of multipliers for sectors $0,\dots,M$

Let $E_Q$ be the lowest energy at conserved slave charge $Q$, for $0\le Q\le M$ with $M\ge1$. If $Q$ includes a number of slave bosons, it has no upper limit of its own; $M$ is then a cutoff, and the results compare only the sectors up to it. Sector 1 minimizes $E_Q+\lambda(Q-1)$ exactly when

$$\frac{E_1-E_Q}{Q-1}\le\lambda\ \text{ for } 2\le Q\le M,\qquad \lambda\le E_0-E_1 .$$

Such a $\lambda$ exists if and only if

$$QE_1\le(Q-1)E_0+E_Q\qquad(2\le Q\le M).$$

For $M=1$ there are no lower bounds, and a multiplier always exists.

The inequality compares $E_1$ with a mixture of sectors 0 and $Q$, weighted $(Q-1)/Q$ and $1/Q$. That mixture also has mean charge 1, and the multiplier term cannot tell the two apart.

## Searching for $\lambda$ in a slave-particle code

A slave-particle impurity code may add $\lambda(Q-1)$ to the Hamiltonian and tune $\lambda$ until the ground state has the physical charge. For a finite list of sector energies at zero temperature, the inequality decides beforehand whether some $\lambda$ puts charge 1 among the ground sectors, possibly tied with others. If the inequality fails, the ground-state charge jumps past 1 as $\lambda$ varies, and a finer grid will not help. A code that conserves $Q$ can still work directly in the $Q=1$ block.

The value $\lambda=E_0-E_1$ ties sector 1 with the empty sector. A code that needs a unique ground sector should take $\lambda$ strictly inside the window, which is possible exactly when all the inequalities are strict.

## Eliminating $\lambda$ between two sectors

Comparison with the empty sector gives $E_1\le E_0-\lambda$, the upper bound. Comparison with $Q\ge2$ gives $E_1\le E_Q+\lambda(Q-1)$, and division by $Q-1>0$ gives the lower bound.

Multiply the first comparison by $Q-1$ and add the second:

$$(Q-1)E_1+E_1\le(Q-1)E_0+E_Q .$$

The multiplier has cancelled, so the inequality is necessary. Conversely, put $\lambda=E_0-E_1$. The upper bound holds with equality, and each lower bound reads $E_1-E_Q\le(Q-1)(E_0-E_1)$, which is the assumed inequality rearranged.

With strict inequalities, every lower bound is strictly below $E_0-E_1$. There are finitely many, so some $\lambda$ fits between the largest and $E_0-E_1$; if there are none, any $\lambda<E_0-E_1$ works. The converse is the same addition with strict signs.

As a toy model, take the charging energy $E_Q=\varepsilon Q+UQ^2/2$, where $\varepsilon$ and $U$ are parameters for the slave charge, not the impurity's electron level and Coulomb repulsion. Then

$$(Q-1)E_0+E_Q-QE_1=\tfrac U2\,Q(Q-1),$$

so for $M\ge2$ a multiplier exists if and only if $U\ge0$, whatever $\varepsilon$ is.

Now let the target be any $N\le M$, with the multiplier term $\lambda(Q-N)$. If $N=Q+1$ is selected, adding the comparisons with its two neighbours gives $2E_{Q+1}\le E_Q+E_{Q+2}$. Conversely, if this convexity holds whenever $Q+2\le M$, the increments $d_k=E_{k+1}-E_k$ do not decrease. Summing them upwards or downwards from $k$ gives

$$E_Q\ge E_k+(Q-k)d_k .$$

For $N<M$ take $k=N$ and $\lambda=-d_N$. For $N=M\ge1$ take $k=M-1$ and $\lambda=-d_{M-1}$, since the line also passes through $E_M$. For $M=0$, $\lambda=0$ suffices. Thus every sector can be selected by some multiplier, possibly shared with other sectors, exactly when the energies are discretely convex.

## The Lean file

```lean
import Mathlib

namespace SlaveChargeConstraint

noncomputable section

/-- Energy of the slave-charge sector `Q` when a Lagrange multiplier `lam` is coupled to the
deviation of the charge from its target value `N`. -/
def constrainedEnergy (E : ℕ → ℝ) (lam : ℝ) (N Q : ℕ) : ℝ :=
  E Q + lam * ((Q : ℝ) - (N : ℝ))

/-- The multiplier `lam` selects the sector `N`: among the sectors `0, ..., M`, the sector `N`
is a minimizer of the constrained energy. -/
def Selects (E : ℕ → ℝ) (M N : ℕ) (lam : ℝ) : Prop :=
  N ≤ M ∧ ∀ Q ≤ M, constrainedEnergy E lam N N ≤ constrainedEnergy E lam N Q

/-- The multiplier `lam` selects the sector `N` uniquely: every other sector among `0, ..., M`
has a strictly larger constrained energy. -/
def SelectsUniquely (E : ℕ → ℝ) (M N : ℕ) (lam : ℝ) : Prop :=
  N ≤ M ∧ ∀ Q ≤ M, Q ≠ N → constrainedEnergy E lam N N < constrainedEnergy E lam N Q

/-- For `M ≥ 1`, the multipliers that select the singly charged sector form a window: the empty
sector bounds them from above, and each sector with `2 ≤ Q ≤ M` bounds them from below. -/
theorem selects_one_iff_window {E : ℕ → ℝ} {M : ℕ} (hM : 1 ≤ M) (lam : ℝ) :
    Selects E M 1 lam ↔
      lam ≤ E 0 - E 1 ∧ ∀ Q : ℕ, 2 ≤ Q → Q ≤ M → (E 1 - E Q) / ((Q : ℝ) - 1) ≤ lam := by
  constructor
  · rintro ⟨_, h⟩
    refine ⟨?_, fun Q h2 hQ => ?_⟩
    · have h0 := h 0 (Nat.zero_le M)
      simp only [constrainedEnergy] at h0
      push_cast at h0
      linarith
    · have h2' : (2 : ℝ) ≤ Q := by exact_mod_cast h2
      rw [div_le_iff₀ (by linarith)]
      have h1 := h Q hQ
      simp only [constrainedEnergy] at h1
      push_cast at h1
      linarith
  · rintro ⟨h0, h⟩
    refine ⟨hM, fun Q hQ => ?_⟩
    simp only [constrainedEnergy]
    rcases (by omega : Q = 0 ∨ Q = 1 ∨ 2 ≤ Q) with rfl | rfl | h2
    · push_cast
      linarith
    · exact le_rfl
    · have h2' : (2 : ℝ) ≤ Q := by exact_mod_cast h2
      have h1 := h Q h2 hQ
      rw [div_le_iff₀ (by linarith)] at h1
      push_cast
      linarith

/-- If the energy inequality fails for a sector `Q`, then at every value of the multiplier the
empty sector or the sector `Q` lies strictly below the singly charged one. -/
theorem lower_sector_of_violation {E : ℕ → ℝ} {Q : ℕ}
    (hviol : ((Q : ℝ) - 1) * E 0 + E Q < Q * E 1) (lam : ℝ) :
    constrainedEnergy E lam 1 0 < constrainedEnergy E lam 1 1 ∨
      constrainedEnergy E lam 1 Q < constrainedEnergy E lam 1 1 := by
  by_contra hcon
  rw [not_or, not_lt, not_lt] at hcon
  obtain ⟨h0, hQ⟩ := hcon
  simp only [constrainedEnergy] at h0 hQ
  push_cast at h0 hQ
  rcases Nat.eq_zero_or_pos Q with rfl | hpos
  · push_cast at hviol
    linarith
  · have hq : (1 : ℝ) ≤ Q := by exact_mod_cast hpos
    -- weight the empty-sector inequality by `Q - 1`, so that the multiplier cancels
    have h0' : 0 ≤ E 0 - lam - E 1 := by linarith
    have hmul := mul_nonneg (sub_nonneg.mpr hq) h0'
    linarith

/-- For `M ≥ 1`, some real multiplier selects the singly charged sector if and only if
`Q E₁ ≤ (Q - 1) E₀ + E_Q` for every sector with `2 ≤ Q ≤ M`. -/
theorem exists_multiplier_iff {E : ℕ → ℝ} {M : ℕ} (hM : 1 ≤ M) :
    (∃ lam : ℝ, Selects E M 1 lam) ↔
      ∀ Q : ℕ, 2 ≤ Q → Q ≤ M → (Q : ℝ) * E 1 ≤ ((Q : ℝ) - 1) * E 0 + E Q := by
  constructor
  · rintro ⟨lam, _, h⟩ Q _ hQ
    by_contra hcon
    rcases lower_sector_of_violation (not_le.mp hcon) lam with h0 | h1
    · exact absurd (h 0 (Nat.zero_le M)) (not_le.mpr h0)
    · exact absurd (h Q hQ) (not_le.mpr h1)
  · intro h
    -- the upper end of the window always works
    refine ⟨E 0 - E 1, (selects_one_iff_window hM _).2 ⟨le_rfl, fun Q h2 hQ => ?_⟩⟩
    have h2' : (2 : ℝ) ≤ Q := by exact_mod_cast h2
    rw [div_le_iff₀ (by linarith)]
    linarith [h Q h2 hQ]

/-- Finitely many numbers strictly below `b` leave room for a further number between them
and `b`. -/
theorem exists_room_below (s : Finset ℕ) (f : ℕ → ℝ) (b : ℝ) (h : ∀ i ∈ s, f i < b) :
    ∃ a < b, ∀ i ∈ s, f i < a := by
  induction s using Finset.induction_on with
  | empty => exact ⟨b - 1, by linarith, by simp⟩
  | insert j s hj ih =>
    obtain ⟨a, hab, ha⟩ := ih fun i hi => h i (Finset.mem_insert_of_mem hi)
    obtain ⟨c, hc, hcb⟩ := exists_between (max_lt hab (h j (Finset.mem_insert_self j s)))
    refine ⟨c, hcb, fun i hi => ?_⟩
    rcases Finset.mem_insert.mp hi with rfl | hi
    · exact lt_of_le_of_lt (le_max_right _ _) hc
    · exact (ha i hi).trans (lt_of_le_of_lt (le_max_left _ _) hc)

/-- For `M ≥ 1`, some real multiplier makes the singly charged sector the only minimizer if and
only if `Q E₁ < (Q - 1) E₀ + E_Q` for every sector with `2 ≤ Q ≤ M`. -/
theorem exists_unique_selection_iff {E : ℕ → ℝ} {M : ℕ} (hM : 1 ≤ M) :
    (∃ lam : ℝ, SelectsUniquely E M 1 lam) ↔
      ∀ Q : ℕ, 2 ≤ Q → Q ≤ M → (Q : ℝ) * E 1 < ((Q : ℝ) - 1) * E 0 + E Q := by
  constructor
  · rintro ⟨lam, _, h⟩ Q h2 hQ
    have h2' : (2 : ℝ) ≤ Q := by exact_mod_cast h2
    have h0 := h 0 (Nat.zero_le M) (by omega)
    have h1 := h Q hQ (by omega)
    simp only [constrainedEnergy] at h0 h1
    push_cast at h0 h1
    have hmul := mul_pos (by linarith : (0 : ℝ) < (Q : ℝ) - 1)
      (by linarith : 0 < E 0 - lam - E 1)
    linarith
  · intro h
    obtain ⟨lam, hlam, hlow⟩ := exists_room_below (Finset.Icc 2 M)
      (fun Q => (E 1 - E Q) / ((Q : ℝ) - 1)) (E 0 - E 1) (by
        intro Q hQ
        obtain ⟨h2, hQM⟩ := Finset.mem_Icc.mp hQ
        have h2' : (2 : ℝ) ≤ Q := by exact_mod_cast h2
        change (E 1 - E Q) / ((Q : ℝ) - 1) < E 0 - E 1
        rw [div_lt_iff₀ (by linarith)]
        linarith [h Q h2 hQM])
    refine ⟨lam, hM, fun Q hQ hne => ?_⟩
    simp only [constrainedEnergy]
    rcases (by omega : Q = 0 ∨ 2 ≤ Q) with rfl | h2
    · push_cast
      linarith
    · have h2' : (2 : ℝ) ≤ Q := by exact_mod_cast h2
      have h1 : (E 1 - E Q) / ((Q : ℝ) - 1) < lam := hlow Q (Finset.mem_Icc.mpr ⟨h2, hQ⟩)
      rw [div_lt_iff₀ (by linarith)] at h1
      push_cast
      linarith

/-- For the charging energy `ε Q + U Q² / 2` with at least the sectors `0, 1, 2` present, a
multiplier selecting the singly charged sector exists if and only if `U ≥ 0`. -/
theorem charging_energy_iff (ε U : ℝ) {M : ℕ} (hM : 2 ≤ M) :
    (∃ lam : ℝ, Selects (fun Q => ε * (Q : ℝ) + U / 2 * (Q : ℝ) ^ 2) M 1 lam) ↔ 0 ≤ U := by
  rw [exists_multiplier_iff (by omega)]
  constructor
  · intro h
    have h2 := h 2 le_rfl hM
    norm_num at h2
    linarith
  · intro hU Q h2 _
    have h2' : (2 : ℝ) ≤ Q := by exact_mod_cast h2
    have hmul := mul_nonneg hU
      (mul_nonneg (by linarith : (0 : ℝ) ≤ Q) (by linarith : (0 : ℝ) ≤ (Q : ℝ) - 1))
    push_cast
    nlinarith [hmul]

/-- If the sector energies are discretely convex up to `M`, then up to `M` they lie on or above the
line through any two neighbouring sectors `k` and `k + 1`. -/
theorem supporting_line {E : ℕ → ℝ} {M : ℕ}
    (hE : ∀ Q : ℕ, Q + 2 ≤ M → 2 * E (Q + 1) ≤ E Q + E (Q + 2))
    {k Q : ℕ} (hk : k + 1 ≤ M) (hQ : Q ≤ M) :
    E k + ((Q : ℝ) - k) * (E (k + 1) - E k) ≤ E Q := by
  -- the cost of adding one charge never decreases as the charge grows
  have mono : ∀ n i : ℕ, i + n + 1 ≤ M →
      E (i + 1) - E i ≤ E (i + n + 1) - E (i + n) := by
    intro n i
    induction n with
    | zero => intro _; exact le_rfl
    | succ n ih =>
      intro hn
      have h1 := ih (by omega)
      have h2 := hE (i + n) (by omega)
      change E (i + 1) - E i ≤ E (i + n + 2) - E (i + n + 1)
      linarith
  have up : ∀ n : ℕ, k + n ≤ M → E k + (n : ℝ) * (E (k + 1) - E k) ≤ E (k + n) := by
    intro n
    induction n with
    | zero => intro _; simp
    | succ n ih =>
      intro hn
      have h1 := ih (by omega)
      have h2 := mono n k (by omega)
      change _ ≤ E (k + n + 1)
      push_cast
      linarith
  have down : ∀ n j : ℕ, j + n = k → E k - (n : ℝ) * (E (k + 1) - E k) ≤ E j := by
    intro n
    induction n with
    | zero => intro j hj; obtain rfl : j = k := by omega
              simp
    | succ n ih =>
      intro j hj
      have h1 := ih (j + 1) (by omega)
      have h2 := mono (n + 1) j (by omega)
      rw [hj] at h2
      push_cast
      linarith
  rcases le_total k Q with h | h
  · obtain ⟨n, rfl⟩ := Nat.exists_eq_add_of_le h
    have h1 := up n hQ
    push_cast
    linarith
  · obtain ⟨n, hn⟩ := Nat.exists_eq_add_of_le h
    have h1 := down n Q hn.symm
    have hc : (k : ℝ) = Q + n := by exact_mod_cast hn
    rw [hc]
    linarith

/-- All the sectors `0, ..., M` can be selected, each by a suitable multiplier, if and only if the
sector energies are discretely convex in the charge. -/
theorem all_sectors_selectable_iff (E : ℕ → ℝ) (M : ℕ) :
    (∀ N ≤ M, ∃ lam : ℝ, Selects E M N lam) ↔
      ∀ Q : ℕ, Q + 2 ≤ M → 2 * E (Q + 1) ≤ E Q + E (Q + 2) := by
  constructor
  · intro h Q hQ
    obtain ⟨lam, _, hs⟩ := h (Q + 1) (by omega)
    have h0 := hs Q (by omega)
    have h2 := hs (Q + 2) hQ
    simp only [constrainedEnergy] at h0 h2
    push_cast at h0 h2
    linarith
  · intro hE N hN
    rcases Nat.lt_or_ge N M with hlt | hge
    · refine ⟨-(E (N + 1) - E N), hN, fun Q hQ => ?_⟩
      have h1 := supporting_line hE (k := N) (by omega) hQ
      simp only [constrainedEnergy]
      linarith
    · obtain rfl : N = M := by omega
      cases N with
      | zero =>
        refine ⟨0, le_rfl, fun Q hQ => ?_⟩
        obtain rfl : Q = 0 := by omega
        exact le_rfl
      | succ k =>
        -- the top sector lies on the line through the last two sectors
        refine ⟨-(E (k + 1) - E k), le_rfl, fun Q hQ => ?_⟩
        have h1 := supporting_line hE (k := k) le_rfl hQ
        simp only [constrainedEnergy]
        push_cast
        linarith

end

end SlaveChargeConstraint
```

```lean
#print axioms SlaveChargeConstraint.exists_unique_selection_iff
#print axioms SlaveChargeConstraint.charging_energy_iff
#print axioms SlaveChargeConstraint.all_sectors_selectable_iff
```

```
'SlaveChargeConstraint.exists_unique_selection_iff' depends on axioms: [propext, Classical.choice, Quot.sound]
'SlaveChargeConstraint.charging_energy_iff' depends on axioms: [propext, Classical.choice, Quot.sound]
'SlaveChargeConstraint.all_sectors_selectable_iff' depends on axioms: [propext, Classical.choice, Quot.sound]
```

## Sector energies as input, selection as output

In Lean, `E : ℕ → ℝ` is the table of sector energies, of which only the entries up to `M` matter. `constrainedEnergy E lam N Q` is $E_Q+\lambda(Q-N)$. `Selects E M N lam` says that $N\le M$ and that no allowed sector lies lower, so ties are permitted; `SelectsUniquely` excludes them. The multiplier may have either sign.

`exists_multiplier_iff` is the main equivalence. Its hypothesis `1 ≤ M` ensures that sector 1 is present. `selects_one_iff_window` gives the full window, using `div_le_iff₀` to clear the denominator and `linarith` to rearrange. `lower_sector_of_violation` supplies the negative half: for each `lam`, the empty sector or the violating sector is strictly lower. Its `mul_nonneg` step is the multiplication by $Q-1$, and the final `linarith` does the addition.

`exists_room_below` finds the gap under the upper bound by induction over a finite set, and `exists_unique_selection_iff` uses it for strict selection. `charging_energy_iff` tests $Q=2$ in one direction and uses $UQ(Q-1)\ge0$ in the other. In `supporting_line`, `mono` orders the increments, while `up` and `down` sum them on either side of $k$; `all_sectors_selectable_iff` then chooses the slopes above.

The guarantee starts from given real energies. The file contains no Hamiltonian, and it does not derive charge conservation or the values $E_Q$. Thermal averages, mean-field saddle points that impose only $\langle Q\rangle=1$, and separate multipliers on several sites need their own analysis. So does rounding: when the two sides of an inequality nearly agree, computed energies may put it on the wrong side.
